# The planes needed to bound a first Brillouin zone belong to the lattice vectors that are uniquely shortest, up to sign, modulo twice the lattice

An electron in a weak periodic potential meets the Bragg condition when its wave vector lies on a plane that perpendicularly bisects a reciprocal lattice vector; it is then strongly reflected if the potential has a Fourier component at that vector. The first Brillouin zone is the set of wave vectors that no such plane separates from the origin. Every nonzero reciprocal lattice vector supplies a plane, so there are infinitely many, yet the zone of a simple cubic crystal is a cube with six faces. Which planes matter?

For a lattice with finitely many vectors in each ball, sort the vectors $R$ into classes $R+2L$, where $L$ is the lattice. The plane of a nonzero $R$ is needed exactly when $R$ is shorter than every member of its class other than $\pm R$. A code that checks whether a $k$ point lies in the first zone can leave out the tests for all other planes, provided that the lattice vectors are known exactly. The vector that brings an outside point back into the zone need not be one of those kept: in the square lattice of unit spacing, the point $(0.9,0.9)$ is brought back by subtracting $(1,1)$, whose plane is not needed.

## A lattice closed under addition and subtraction

The ambient space `E` is any real inner-product space, and `L` is an additive subgroup of it. Physically, `L` is the reciprocal lattice, its vectors `R` are usually written $G$, and the point `x` is the wave vector $k$. With the direct lattice as `L`, the same statements describe the Wigner–Seitz cell.

In Lean 4 with Mathlib:

```lean
import Mathlib

open scoped InnerProductSpace Topology

namespace BrillouinZoneFaces

variable {E : Type*} [NormedAddCommGroup E] [InnerProductSpace ℝ E]
```

The half-space condition is $2\langle x,R\rangle\le\|R\|^2$: for $R\neq0$, the component of $x$ along $R$ is at most half the length of $R$. Points on the plane are included.

```lean
/-- The condition of `R` on the point `x`. For `R ≠ 0` it says that `x` lies on the origin's side of
the plane that bisects `R` perpendicularly, or on that plane; for `R = 0` it always holds. -/
def OriginSide (x R : E) : Prop := 2 * ⟪x, R⟫_ℝ ≤ ‖R‖ ^ 2
```

The class of $R$ consists of the vectors $R-2S$ with $S\in L$. Here $S=0$ gives $R$ and $S=R$ gives $-R$, so these two are exempt from the comparison. "Strictly minimal" thus refers to one class and not to the whole lattice; such vectors are often called Voronoi-relevant.

```lean
/-- `R` is a nonzero vector of `L` that is strictly shorter than every vector `R - 2S` of its
coset modulo `2L`, apart from `R` itself (`S = 0`) and `-R` (`S = R`). -/
def IsStrictlyMinimal (L : AddSubgroup E) (R : E) : Prop :=
  R ∈ L ∧ R ≠ 0 ∧ ∀ S ∈ L, S ≠ 0 → S ≠ R → ‖R‖ < ‖R - (2 : ℝ) • S‖
```

The definition excludes $R=0$, which would otherwise pass the comparison although it has no bisecting plane.

Closure is needed because the derivation replaces $R$ by the two vectors $S$ and $R-S$, and both must supply planes of their own. In the proof this is `L.sub_mem` in `exists_shorter_split`. Inversion symmetry alone is not enough. Take the set $\{0,\pm R,\pm S\}$ with $R=(2,0)$ and $S=(1,1)$. Then $R-2S=(0,-2)$ is as long as $R$, so $R$ is not strictly minimal, but the point $(2,-1)$ satisfies the conditions of $\pm S$ and violates that of $R$. The missing vector is $R-S=(1,-1)$.

## A competitor that is no longer than R

Let $u$ be another vector with $\|u\|\le\|R\|$, and put $p=(R+u)/2$ and $q=(R-u)/2$, so that $p+q=R$. The parallelogram law gives

$$\|p\|^2+\|q\|^2=\tfrac12\left(\|R\|^2+\|u\|^2\right)\le\|R\|^2 .$$

If $x$ satisfies the conditions of $p$ and $q$, adding them yields

$$2\langle x,R\rangle=2\langle x,p\rangle+2\langle x,q\rangle\le\|p\|^2+\|q\|^2\le\|R\|^2 ,$$

which is the condition of $R$. The length bound enters only in the last inequality of the first display. Without any bound on $u$ the conclusion fails: on the line, $R=1$ and $u=3$ give $p=2$ and $q=-1$, and $x=1$ satisfies both of their conditions but not $2x\le1$.

The first lemma is the parallelogram identity, obtained from Mathlib's version by dividing by four.

```lean
/-- The squared lengths of the half sum and the half difference of `R` and `u` add up to the
mean of the squared lengths of `R` and `u`. -/
theorem norm_sq_halves (R u : E) :
    ‖(1 / 2 : ℝ) • (R + u)‖ ^ 2 + ‖(1 / 2 : ℝ) • (R - u)‖ ^ 2
      = (‖R‖ ^ 2 + ‖u‖ ^ 2) / 2 := by
  have h := parallelogram_law_with_norm ℝ R u
  have h2 : ‖(1 / 2 : ℝ)‖ = 1 / 2 := by norm_num
  rw [norm_smul, norm_smul, h2]
  linear_combination h / 4
```

The second adds the two inequalities. Its hypothesis $\|p\|^2+\|q\|^2\le\|p+q\|^2$ says that $\langle p,q\rangle\ge0$.

```lean
/-- If `x` is on the origin's side for `p` and for `q`, and `p`, `q` do not enclose an obtuse
angle (`‖p‖² + ‖q‖² ≤ ‖p + q‖²`), then `x` is on the origin's side for `p + q`. -/
theorem originSide_add {x p q : E} (hp : OriginSide x p) (hq : OriginSide x q)
    (h : ‖p‖ ^ 2 + ‖q‖ ^ 2 ≤ ‖p + q‖ ^ 2) : OriginSide x (p + q) := by
  unfold OriginSide at *
  rw [inner_add_right]
  linarith
```

Together they give the statement about half sums and half differences, which involves no lattice.

```lean
/-- If `u` is no longer than `R`, a point that satisfies the conditions `OriginSide` of `(R + u)/2`
and `(R - u)/2` also satisfies that of `R`. -/
theorem originSide_of_halves {x R u : E} (hu : ‖u‖ ≤ ‖R‖)
    (hp : OriginSide x ((1 / 2 : ℝ) • (R + u)))
    (hq : OriginSide x ((1 / 2 : ℝ) • (R - u))) : OriginSide x R := by
  have e : (1 / 2 : ℝ) • (R + u) + (1 / 2 : ℝ) • (R - u) = R := by module
  have hsq := pow_le_pow_left₀ (norm_nonneg u) hu 2
  have h := originSide_add hp hq (by rw [e, norm_sq_halves]; linarith)
  rwa [e] at h
```

Now let $R\in L$ be nonzero and not strictly minimal. Some $S\in L$, different from $0$ and $R$, then has $\|R-2S\|\le\|R\|$. With $u=R-2S$ the halves are $p=R-S$ and $q=S$, both in $L$. Both are nonzero and their squared lengths add up to at most $\|R\|^2$, so each is strictly shorter than $R$. The lemma below records this split; its two `pow_pos` lines are where $S\neq R$ and $S\neq0$ enter.

```lean
/-- A nonzero lattice vector that is not strictly minimal in its coset is the sum of two
strictly shorter lattice vectors that do not enclose an obtuse angle. -/
theorem exists_shorter_split {L : AddSubgroup E} {R : E} (hR : R ∈ L) (h0 : R ≠ 0)
    (h : ¬ IsStrictlyMinimal L R) :
    ∃ p ∈ L, ∃ q ∈ L, p + q = R ∧ ‖p‖ < ‖R‖ ∧ ‖q‖ < ‖R‖ ∧
      ‖p‖ ^ 2 + ‖q‖ ^ 2 ≤ ‖R‖ ^ 2 := by
  have hex : ∃ S ∈ L, S ≠ 0 ∧ S ≠ R ∧ ‖R - (2 : ℝ) • S‖ ≤ ‖R‖ := by
    by_contra hc
    exact h ⟨hR, h0, fun S hS hS0 hSR =>
      lt_of_not_ge fun hle => hc ⟨S, hS, hS0, hSR, hle⟩⟩
  obtain ⟨S, hS, hS0, hSR, hle⟩ := hex
  -- the competitor u = R - 2S has half sum R - S and half difference S
  have hs := norm_sq_halves R (R - (2 : ℝ) • S)
  have e1 : (1 / 2 : ℝ) • (R + (R - (2 : ℝ) • S)) = R - S := by module
  have e2 : (1 / 2 : ℝ) • (R - (R - (2 : ℝ) • S)) = S := by module
  rw [e1, e2] at hs
  have hsq := pow_le_pow_left₀ (norm_nonneg _) hle 2
  have hp : 0 < ‖R - S‖ ^ 2 := pow_pos (norm_pos_iff.2 (sub_ne_zero.2 hSR.symm)) 2
  have hq : 0 < ‖S‖ ^ 2 := pow_pos (norm_pos_iff.2 hS0) 2
  exact ⟨R - S, L.sub_mem hR hS, S, hS, sub_add_cancel R S,
    lt_of_pow_lt_pow_left₀ 2 (norm_nonneg _) (by linarith),
    lt_of_pow_lt_pow_left₀ 2 (norm_nonneg _) (by linarith), by linarith⟩
```

## Finitely many lattice vectors in each ball

The hypothesis `hfin` says that every ball about the origin contains only finitely many lattice vectors. It is assumed here. It holds for the integer combinations of three linearly independent vectors, hence for the reciprocal lattice of a crystal, but not for the group generated by the Bragg peaks of a quasicrystal.

It turns the split into a statement about the whole zone. Suppose that $x$ satisfies the conditions of all strictly minimal vectors but violates that of some $R_0\in L$. Among the finitely many violated vectors no longer than $R_0$, choose a shortest one, $R$. It is nonzero, since the condition of $0$ reads $0\le0$, and it is not strictly minimal. It therefore splits into shorter lattice vectors $p$ and $q$, whose conditions hold by the choice of $R$. Adding these conditions gives that of $R$, a contradiction.

The theorem says that the region cut out by all lattice vectors equals the region cut out by the strictly minimal ones. In its proof, `Set.exists_min_image` selects the shortest violated vector, and `key` states that all shorter ones are satisfied.

```lean
/-- For a lattice with finitely many vectors in each ball, a point satisfies the bisecting-plane
conditions of all lattice vectors exactly when it satisfies those of the strictly minimal ones. -/
theorem cell_iff_strictlyMinimal (L : AddSubgroup E)
    (hfin : ∀ r : ℝ, {R : E | R ∈ L ∧ ‖R‖ ≤ r}.Finite) (x : E) :
    (∀ R ∈ L, OriginSide x R) ↔ ∀ R, IsStrictlyMinimal L R → OriginSide x R := by
  refine ⟨fun h R hR => h R hR.1, fun h R₀ hR₀ => ?_⟩
  by_contra hbad
  -- choose a shortest lattice vector whose condition is violated
  have hF : {R : E | (R ∈ L ∧ ‖R‖ ≤ ‖R₀‖) ∧ ¬ OriginSide x R}.Finite :=
    (hfin ‖R₀‖).subset fun R hR => hR.1
  obtain ⟨R, ⟨⟨hR, hle⟩, hviol⟩, hmin⟩ :=
    Set.exists_min_image _ (fun R : E => ‖R‖) hF ⟨R₀, ⟨hR₀, le_rfl⟩, hbad⟩
  have h0 : R ≠ 0 := by
    rintro rfl
    exact hviol (by simp [OriginSide])
  obtain ⟨p, hp, q, hq, e, hpR, hqR, hsum⟩ :=
    exists_shorter_split hR h0 fun hm => hviol (h R hm)
  -- every shorter lattice vector has its condition satisfied
  have key : ∀ v ∈ L, ‖v‖ < ‖R‖ → OriginSide x v := by
    intro v hv hvR
    by_contra hc
    exact absurd (hmin v ⟨⟨hv, hvR.le.trans hle⟩, hc⟩) (not_le_of_gt hvR)
  apply hviol
  rw [← e]
  exact originSide_add (key p hp hpR) (key q hq hqR) (by rw [e]; exact hsum)
```

Being an additive subgroup is not enough for this. If $L$ is the whole real line, then $S=R/2$ gives $R-2S=0$, so no vector is strictly minimal and the right-hand side excludes nothing, whereas the conditions of all real $R$ leave only $x=0$.

## No ties within a class

Strict minimality forbids a second pair $\pm u$ of the same length as $\pm R$ in the class. Physically, it ensures that the midpoint $R/2$ lies on no other bisecting plane. For $S\in L$ with $S\ne0,R$, squaring the comparison gives

$$\|R\|^2<\|R-2S\|^2=\|R\|^2-4\langle R,S\rangle+4\|S\|^2 ,$$

hence $2\langle R/2,S\rangle=\langle R,S\rangle<\|S\|^2$. The proof expands the same square with `norm_sub_sq_real`.

```lean
/-- The midpoint `R/2` of a strictly minimal vector lies strictly on the origin's side of the
bisecting plane of every other nonzero lattice vector. -/
theorem midpoint_strictly_inside {L : AddSubgroup E} {R S : E} (h : IsStrictlyMinimal L R)
    (hS : S ∈ L) (hS0 : S ≠ 0) (hSR : S ≠ R) :
    2 * ⟪(1 / 2 : ℝ) • R, S⟫_ℝ < ‖S‖ ^ 2 := by
  have hlt := pow_lt_pow_left₀ (h.2.2 S hS hS0 hSR) (norm_nonneg R) two_ne_zero
  have h2 : ‖(2 : ℝ)‖ = 2 := by norm_num
  rw [norm_sub_sq_real, real_inner_smul_right, norm_smul, h2] at hlt
  rw [real_inner_smul_left]
  nlinarith
```

Next, move outward to $x=tR/2$ with $t$ slightly above $1$. The condition of $R$ would read $t\|R\|^2\le\|R\|^2$, which is false. For each other $S$ with $\|S\|\le2\|R\|$, the inequality $t\langle R,S\rangle\le\|S\|^2$ survives for $t$ close enough to $1$; for $S=0$ it is trivial. Since these $S$ are finite in number, a single $t<2$ serves them all. For longer $S$, the Cauchy–Schwarz inequality suffices:

$$t\langle R,S\rangle\le2\|R\|\,\|S\|\le\|S\|^2 .$$

So $x$ violates the condition of $R$ and no other. In the proof, `Filter.eventually_all_finite` supplies the common $t$, the second use of `hfin`, and the `calc` block handles the distant planes.

```lean
/-- For a lattice with finitely many vectors in each ball, every strictly minimal `R` has a point
that violates the condition of `R` and satisfies those of all other lattice vectors. -/
theorem exists_violating_only {L : AddSubgroup E}
    (hfin : ∀ r : ℝ, {R : E | R ∈ L ∧ ‖R‖ ≤ r}.Finite) {R : E}
    (h : IsStrictlyMinimal L R) :
    ∃ x : E, ¬ OriginSide x R ∧ ∀ S ∈ L, S ≠ R → OriginSide x S := by
  -- move outward from R/2 to tR/2; only finitely many planes are near
  have hev : ∀ᶠ t in 𝓝[>] (1 : ℝ), ∀ S ∈ {S : E | S ∈ L ∧ ‖S‖ ≤ 2 * ‖R‖},
      S ≠ R → t * ⟪R, S⟫_ℝ ≤ ‖S‖ ^ 2 := by
    refine (Filter.eventually_all_finite (hfin (2 * ‖R‖))).2 fun S hS => ?_
    by_cases hS0 : S = 0
    · exact Filter.Eventually.of_forall fun t _ => by simp [hS0]
    by_cases hSR : S = R
    · exact Filter.Eventually.of_forall fun t hne => absurd hSR hne
    have hm := midpoint_strictly_inside h hS.1 hS0 hSR
    rw [real_inner_smul_left] at hm
    have hc : Continuous fun t : ℝ => t * ⟪R, S⟫_ℝ := by fun_prop
    have hlt : ∀ᶠ t in 𝓝 (1 : ℝ), t * ⟪R, S⟫_ℝ < ‖S‖ ^ 2 :=
      hc.continuousAt.eventually_lt continuousAt_const (by linarith)
    exact (hlt.filter_mono nhdsWithin_le_nhds).mono fun t ht _ => ht.le
  have hev2 : ∀ᶠ t in 𝓝[>] (1 : ℝ), t < 2 :=
    mem_nhdsWithin_of_mem_nhds (Iio_mem_nhds one_lt_two)
  have hev1 : ∀ᶠ t in 𝓝[>] (1 : ℝ), 1 < t := self_mem_nhdsWithin
  obtain ⟨t, ⟨ht, ht2⟩, ht1⟩ := ((hev.and hev2).and hev1).exists
  refine ⟨(t / 2) • R, ?_, fun S hS hSR => ?_⟩
  · have hpos : 0 < ‖R‖ ^ 2 := pow_pos (norm_pos_iff.2 h.2.1) 2
    unfold OriginSide
    rw [real_inner_smul_left, real_inner_self_eq_norm_sq]
    intro hc
    nlinarith [mul_pos (sub_pos.2 ht1) hpos]
  · have hgoal : t * ⟪R, S⟫_ℝ ≤ ‖S‖ ^ 2 := by
      by_cases hn : ‖S‖ ≤ 2 * ‖R‖
      · exact ht S ⟨hS, hn⟩ hSR
      -- distant planes are controlled by the Cauchy-Schwarz inequality
      · have hn' : 2 * ‖R‖ ≤ ‖S‖ := (lt_of_not_ge hn).le
        calc t * ⟪R, S⟫_ℝ ≤ t * (‖R‖ * ‖S‖) :=
              mul_le_mul_of_nonneg_left (real_inner_le_norm R S) (by linarith)
          _ ≤ 2 * (‖R‖ * ‖S‖) :=
              mul_le_mul_of_nonneg_right ht2.le (by positivity)
          _ = (2 * ‖R‖) * ‖S‖ := by ring
          _ ≤ ‖S‖ * ‖S‖ := mul_le_mul_of_nonneg_right hn' (norm_nonneg S)
          _ = ‖S‖ ^ 2 := by ring
    unfold OriginSide
    rw [real_inner_smul_left]
    linarith
```

With a tie this fails. In the square lattice, $R=(1,1)$ and $u=(1,-1)$ are equally long and belong to the same class. The midpoint $(1/2,1/2)$ is a corner of the zone, where the planes of $(1,0)$ and $(0,1)$ meet, and the plane of $R$ touches the zone only there.

The criterion combines both directions. For a nonzero $R\in L$, the condition of $R$ follows from those of all other lattice vectors exactly when $R$ is not strictly minimal. One direction uses the point just constructed. The other uses the split, whose parts differ from $R$ because they are shorter.

```lean
/-- For a lattice with finitely many vectors in each ball, the condition of a nonzero lattice
vector follows from those of all the others exactly when the vector is not strictly minimal. -/
theorem redundant_iff {L : AddSubgroup E}
    (hfin : ∀ r : ℝ, {R : E | R ∈ L ∧ ‖R‖ ≤ r}.Finite) {R : E} (hR : R ∈ L) (h0 : R ≠ 0) :
    (∀ x : E, (∀ S ∈ L, S ≠ R → OriginSide x S) → OriginSide x R) ↔
      ¬ IsStrictlyMinimal L R := by
  constructor
  · intro h hm
    obtain ⟨x, hx, hothers⟩ := exists_violating_only hfin hm
    exact hx (h x hothers)
  · intro h x hx
    obtain ⟨p, hp, q, hq, e, hpR, hqR, hsum⟩ := exists_shorter_split hR h0 h
    have hp' := hx p hp fun hc => hpR.ne (congrArg norm hc)
    have hq' := hx q hq fun hc => hqR.ne (congrArg norm hc)
    rw [← e]
    exact originSide_add hp' hq' (by rw [e]; exact hsum)
```

Membership in $L$ matters here. For $L=\mathbb Z$ the number $1/2$ is not strictly minimal, because it is not in $L$, yet its condition $x\le1/4$ does not follow from those of the integers. The assumption $R\ne0$ only serves the split, since the condition of the zero vector is always redundant.

What is established is that an inequality is indispensable. That its plane then carries a face of positive area in three dimensions is a further step, which belongs to the geometry of polyhedra.

## An angle that is not obtuse

For a cell with edges $a$ and $b$, the criterion often settles the diagonal $a+b$ at once. The other diagonal, $a-b=(a+b)-2b$, lies in the same class if $b\in L$, and

$$\|a+b\|^2-\|a-b\|^2=4\langle a,b\rangle .$$

If $\langle a,b\rangle\ge0$, the other diagonal is no longer than $a+b$, so $a+b$ is not strictly minimal. The proof compares the two expanded squares. The assumptions $a\ne0$ and $b\ne0$ ensure that $S=b$ is neither of the two exempt choices. Without the angle condition the statement fails: in the hexagonal lattice with equally long $a$ and $b$ at $120^\circ$, the vector $a+b$ is as short as $a$ and supplies one of the six sides of the zone.

```lean
/-- The diagonal `a + b` of a parallelogram with nonzero sides, `b` a lattice vector, is not
strictly minimal if the angle between `a` and `b` is not obtuse. -/
theorem diagonal_not_strictlyMinimal {L : AddSubgroup E} {a b : E} (hb : b ∈ L)
    (ha0 : a ≠ 0) (hb0 : b ≠ 0) (hab : 0 ≤ ⟪a, b⟫_ℝ) :
    ¬ IsStrictlyMinimal L (a + b) := by
  intro h
  have hne : b ≠ a + b := by
    intro e
    apply ha0
    calc a = (a + b) - b := by abel
      _ = 0 := sub_eq_zero.2 e.symm
  -- the other diagonal a - b is in the same coset and is no longer
  have hlt := pow_lt_pow_left₀ (h.2.2 b hb hb0 hne) (norm_nonneg _) two_ne_zero
  have e : a + b - (2 : ℝ) • b = a - b := by module
  rw [e, norm_add_sq_real, norm_sub_sq_real] at hlt
  linarith

end BrillouinZoneFaces
```

```lean
#print axioms BrillouinZoneFaces.exists_shorter_split
#print axioms BrillouinZoneFaces.cell_iff_strictlyMinimal
#print axioms BrillouinZoneFaces.redundant_iff
#print axioms BrillouinZoneFaces.diagonal_not_strictlyMinimal
```

```
'BrillouinZoneFaces.exists_shorter_split' depends on axioms: [propext, Classical.choice, Quot.sound]
'BrillouinZoneFaces.cell_iff_strictlyMinimal' depends on axioms: [propext, Classical.choice, Quot.sound]
'BrillouinZoneFaces.redundant_iff' depends on axioms: [propext, Classical.choice, Quot.sound]
'BrillouinZoneFaces.diagonal_not_strictlyMinimal' depends on axioms: [propext, Classical.choice, Quot.sound]
```
